# The singlet at 0°, 60° and 120° violates Wigner's inequality for preassigned, anticorrelated signs

## Can three spin axes rule out preassigned signs?

By "preassigned signs" I mean this: a hidden state \(\omega\) is drawn from one probability distribution, whatever axes are measured, and it fixes an up or down answer for each spin along each axis. Neither answer depends on the axis chosen for the other spin.

If the two answers along a common axis are always opposite, the probabilities \(p(x,y)\) of "first spin up along \(x\), second up along \(y\)" should obey \(p(a,c)\le p(a,b)+p(b,c)\). The singlet is said to break this for coplanar axes at 0, 60 and 120 degrees. I would like to see both halves made rigorous and machine-checked: the quantum numbers and the classical bound.

## Quantum values 1/8, 1/8, 3/8 against a classical bound

**The singlet probability.** Number the Cartesian components 0, 1, 2 for \(x,y,z\), and the spin states 0 for up and 1 for down along \(z\). For a real unit vector \(a\), the operator for "up along \(a\)" is

\[
P_a=\tfrac12(1+\sigma\cdot a)=\tfrac12\begin{pmatrix}1+a_2 & a_0-ia_1\\ a_0+ia_1 & 1-a_2\end{pmatrix}.
\]

It is Hermitian, and since \((\sigma\cdot a)^2=a\cdot a=1\), we have \(P_a^2=\tfrac14(2+2\,\sigma\cdot a)=P_a\).

In the singlet \(s=(|01\rangle-|10\rangle)/\sqrt2\), any \(2\times2\) matrices \(M,N\) satisfy

\[
\langle s,(M\otimes N)s\rangle=\tfrac12\left(M_{00}N_{11}-M_{01}N_{10}-M_{10}N_{01}+M_{11}N_{00}\right).
\]

For \(M=P_a\) and \(N=P_b\), the diagonal products add up to \((1-a_2b_2)/2\) and the off-diagonal ones to \((a_0b_0+a_1b_1)/2\). Half their difference is

\[
p(a,b)=\frac{1-a\cdot b}{4}.
\]

**The fan of axes.** Put the axes in the \(xz\) plane at angles \(0,\theta,2\theta\) and write \(u=\cos\theta\). Each neighbouring pair has probability \((1-u)/4\). The outer pair has \((1-\cos2\theta)/4=(1-u^2)/2\). The inequality fails exactly when

\[
\frac{1-u}{2}<\frac{1-u^2}{2}\iff u(1-u)>0\iff 0<u<1.
\]

At 60 degrees \(u=1/2\), and \(3/8>1/8+1/8\).

**The classical bound.** Let \(A_x(\omega)\) and \(B_x(\omega)\) be the preassigned answers of the first and second spin. Suppose \(A_a\) and \(B_c\) are both up. If \(A_b\) is up, then \((A_b,B_c)\) are both up. If \(A_b\) is down, then \(B_b\) is up by anticorrelation, so \((A_a,B_b)\) are both up. The first event therefore lies in the union of the other two, apart from a set of probability zero, and its probability is at most the sum of theirs.

Here is the complete Lean file.

```lean
import Mathlib

open Matrix MeasureTheory
open scoped Kronecker

namespace WignerBell

noncomputable section

/-- The spin component `σ · a` along a real vector `a`, in the basis of `σ_z`. -/
def pauliDot (a : Fin 3 → ℝ) : Matrix (Fin 2) (Fin 2) ℂ :=
  !![(a 2 : ℂ), a 0 - a 1 * Complex.I; a 0 + a 1 * Complex.I, -(a 2 : ℂ)]

/-- The operator `(1 + σ · a) / 2`; for a unit vector `a` it represents the outcome "spin up along
`a`". -/
def spinUp (a : Fin 3 → ℝ) : Matrix (Fin 2) (Fin 2) ℂ :=
  (1 / 2 : ℂ) • (1 + pauliDot a)

/-- The amplitude `1 / √2`. -/
def amp : ℂ := ((√2)⁻¹ : ℝ)

/-- The two-spin singlet `(|↑↓⟩ - |↓↑⟩) / √2`. -/
def singlet : Fin 2 × Fin 2 → ℂ := fun p => !![0, amp; -amp, 0] p.1 p.2

/-- The real part of the singlet expectation value of `spinUp a ⊗ₖ spinUp b`. For unit vectors it is
the probability that the first spin is up along `a` and the second up along `b`. -/
def jointUp (a b : Fin 3 → ℝ) : ℝ :=
  (star singlet ⬝ᵥ ((spinUp a ⊗ₖ spinUp b) *ᵥ singlet)).re

/-- The unit vector in the `xz` plane at angle `θ` from the `z` axis. -/
def axis (θ : ℝ) : Fin 3 → ℝ := ![Real.sin θ, 0, Real.cos θ]

/-- In a model with preassigned outcomes `A` and `B` (`true` is up), the probability that
the first spin is up along `x` and the second up along `y`. -/
def modelUp {Ω ι : Type*} [MeasurableSpace Ω] (μ : Measure Ω) (A B : ι → Ω → Bool)
    (x y : ι) : ℝ :=
  μ.real {ω | A x ω = true ∧ B y ω = true}

/-- For a unit vector `a`, the spin-up operator is an orthogonal projector. -/
theorem spinUp_projector (a : Fin 3 → ℝ) (ha : a ⬝ᵥ a = 1) :
    (spinUp a).IsHermitian ∧ spinUp a * spinUp a = spinUp a := by
  constructor
  · change (spinUp a)ᴴ = spinUp a
    ext i j
    fin_cases i <;> fin_cases j <;> simp [spinUp, pauliDot] <;> ring
  · have h : (a 0 : ℂ) ^ 2 + (a 1 : ℂ) ^ 2 + (a 2 : ℂ) ^ 2 = 1 := by
      have h' : a 0 ^ 2 + a 1 ^ 2 + a 2 ^ 2 = 1 := by
        simp only [dotProduct, Fin.sum_univ_three] at ha
        linarith
      exact_mod_cast h'
    -- a spin component along a unit vector squares to one
    have hS : pauliDot a * pauliDot a = 1 := by
      ext i j
      fin_cases i <;> fin_cases j <;>
        simp [pauliDot, Matrix.mul_apply, Fin.sum_univ_two] <;>
        first
          | linear_combination h - (a 1 : ℂ) ^ 2 * Complex.I_sq
          | ring1
    have e : (1 + pauliDot a) * (1 + pauliDot a) = (2 : ℂ) • (1 + pauliDot a) := by
      rw [mul_add, mul_one, add_mul, one_mul, hS]
      module
    rw [spinUp, smul_mul_smul_comm, e, smul_smul]
    congr 1
    norm_num

/-- The singlet expectation value of a product operator `M ⊗ N`, in matrix elements. -/
theorem singlet_expectation (M N : Matrix (Fin 2) (Fin 2) ℂ) :
    star singlet ⬝ᵥ ((M ⊗ₖ N) *ᵥ singlet) =
      (M 0 0 * N 1 1 - M 0 1 * N 1 0 - M 1 0 * N 0 1 + M 1 1 * N 0 0) / 2 := by
  have hc : (starRingEnd ℂ) amp = amp := Complex.conj_ofReal _
  have h2 : amp * amp = 1 / 2 := by
    have h : (√2)⁻¹ * (√2)⁻¹ = (1 / 2 : ℝ) := by
      rw [← mul_inv, Real.mul_self_sqrt (by norm_num)]
      norm_num
    unfold amp
    rw [← Complex.ofReal_mul, h]
    norm_num
  simp [singlet, dotProduct, Matrix.mulVec, Fintype.sum_prod_type, Fin.sum_univ_two,
    Matrix.kroneckerMap_apply, hc]
  linear_combination
    (M 0 0 * N 1 1 - M 0 1 * N 1 0 - M 1 0 * N 0 1 + M 1 1 * N 0 0) * h2

/-- The singlet expectation value of the two spin-up operators is `(1 - a · b) / 4`. -/
theorem singlet_spinUp (a b : Fin 3 → ℝ) :
    star singlet ⬝ᵥ ((spinUp a ⊗ₖ spinUp b) *ᵥ singlet) =
      (((1 - a ⬝ᵥ b) / 4 : ℝ) : ℂ) := by
  rw [singlet_expectation]
  simp [spinUp, pauliDot, dotProduct, Fin.sum_univ_three]
  linear_combination ((a 1 : ℂ) * b 1 / 4) * Complex.I_sq

/-- The three joint probabilities for coplanar axes at angles `0`, `θ` and `2θ`. -/
theorem jointUp_fan (θ : ℝ) :
    jointUp (axis 0) (axis θ) = (1 - Real.cos θ) / 4 ∧
    jointUp (axis θ) (axis (2 * θ)) = (1 - Real.cos θ) / 4 ∧
    jointUp (axis 0) (axis (2 * θ)) = (1 - Real.cos θ ^ 2) / 2 := by
  have key : ∀ α β : ℝ, jointUp (axis α) (axis β) = (1 - Real.cos (β - α)) / 4 := by
    intro α β
    rw [jointUp, singlet_spinUp, Complex.ofReal_re, Real.cos_sub]
    simp only [axis, dotProduct, Fin.sum_univ_three, Matrix.cons_val]
    ring
  refine ⟨?_, ?_, ?_⟩
  · rw [key, sub_zero]
  · rw [key, show 2 * θ - θ = θ by ring]
  · rw [key, sub_zero, Real.cos_two_mul]
    ring

/-- For axes at `0`, `θ` and `2θ`, the singlet violates Wigner's inequality exactly when
`0 < cos θ < 1`. -/
theorem violation_iff (θ : ℝ) :
    jointUp (axis 0) (axis θ) + jointUp (axis θ) (axis (2 * θ)) <
      jointUp (axis 0) (axis (2 * θ)) ↔ 0 < Real.cos θ ∧ Real.cos θ < 1 := by
  obtain ⟨h1, h2, h3⟩ := jointUp_fan θ
  rw [h1, h2, h3]
  have hle := Real.cos_le_one θ
  constructor
  · intro h
    constructor
    · by_contra hn
      nlinarith [mul_nonneg (neg_nonneg.2 (not_lt.1 hn)) (sub_nonneg.2 hle)]
    · by_contra hn
      nlinarith [sq_nonneg (Real.cos θ - 1), not_lt.1 hn]
  · rintro ⟨h0, h1⟩
    nlinarith [mul_pos h0 (sub_pos.2 h1)]

/-- For axes at 0, 60 and 120 degrees the joint probabilities are `1/8` for each
neighbouring pair and `3/8` for the outer pair. -/
theorem sixty_degrees :
    jointUp (axis 0) (axis (Real.pi / 3)) = 1 / 8 ∧
    jointUp (axis (Real.pi / 3)) (axis (2 * (Real.pi / 3))) = 1 / 8 ∧
    jointUp (axis 0) (axis (2 * (Real.pi / 3))) = 3 / 8 := by
  obtain ⟨h1, h2, h3⟩ := jointUp_fan (Real.pi / 3)
  rw [h1, h2, h3, Real.cos_pi_div_three]
  norm_num

/-- Wigner's inequality: it holds for preassigned outcomes that are almost surely opposite
on the middle axis `b`. -/
theorem wigner_inequality {Ω ι : Type*} [MeasurableSpace Ω] (μ : Measure Ω)
    [IsProbabilityMeasure μ] (A B : ι → Ω → Bool) (a b c : ι)
    (anti : ∀ᵐ ω ∂μ, B b ω = !A b ω) :
    modelUp μ A B a c ≤ modelUp μ A B a b + modelUp μ A B b c := by
  unfold modelUp
  set S := {ω | A a ω = true ∧ B c ω = true}
  set T := {ω | A a ω = true ∧ B b ω = true}
  set U := {ω | A b ω = true ∧ B c ω = true}
  let N := {ω | ¬ (B b ω = !A b ω)}
  have h0 : μ N = 0 := ae_iff.mp anti
  have hN : μ.real N = 0 := by simp [measureReal_def, h0]
  -- the preassigned sign on axis b decides which of the two events occurs
  have hsub : S ⊆ (T ∪ U) ∪ N := by
    rintro ω ⟨ha, hc⟩
    by_cases h : B b ω = !A b ω
    · by_cases hb : A b ω = true
      · exact Or.inl (Or.inr ⟨hb, hc⟩)
      · exact Or.inl (Or.inl ⟨ha, by simp [h, hb]⟩)
    · exact Or.inr h
  have h1 : μ.real S ≤ μ.real ((T ∪ U) ∪ N) := measureReal_mono hsub
  have h2 : μ.real ((T ∪ U) ∪ N) ≤ μ.real (T ∪ U) + μ.real N := measureReal_union_le _ _
  have h3 : μ.real (T ∪ U) ≤ μ.real T + μ.real U := measureReal_union_le _ _
  linarith

/-- If `0 < cos θ < 1`, no model with preassigned outcomes that are opposite on the middle
axis reproduces the three singlet probabilities for axes at `0`, `θ` and `2θ`. -/
theorem no_preassigned_signs {Ω : Type*} [MeasurableSpace Ω] (μ : Measure Ω)
    [IsProbabilityMeasure μ] (A B : (Fin 3 → ℝ) → Ω → Bool) (θ : ℝ)
    (h0 : 0 < Real.cos θ) (h1 : Real.cos θ < 1)
    (anti : ∀ᵐ ω ∂μ, B (axis θ) ω = !A (axis θ) ω) :
    ¬ (modelUp μ A B (axis 0) (axis θ) = jointUp (axis 0) (axis θ) ∧
       modelUp μ A B (axis θ) (axis (2 * θ)) = jointUp (axis θ) (axis (2 * θ)) ∧
       modelUp μ A B (axis 0) (axis (2 * θ)) = jointUp (axis 0) (axis (2 * θ))) := by
  rintro ⟨e1, e2, e3⟩
  have hw := wigner_inequality μ A B (axis 0) (axis θ) (axis (2 * θ)) anti
  rw [e1, e2, e3] at hw
  exact not_lt_of_ge hw ((violation_iff θ).2 ⟨h0, h1⟩)

/-- A fair coin: `true` and `false` each have weight one half. -/
def fairCoin : Measure Bool :=
  (2⁻¹ : ENNReal) • Measure.dirac true + (2⁻¹ : ENNReal) • Measure.dirac false

/-- A fair coin with outcomes `xor i ω` and their opposites is a perfectly anticorrelated
probability model. With probability `1/2`, the first spin is up along axis `false` and the second up
along axis `true`. -/
theorem wigner_inequality_witness :
    IsProbabilityMeasure fairCoin ∧
    (∀ i : Bool, ∀ᵐ ω ∂fairCoin, (fun i ω => !(xor i ω)) i ω = !(xor i ω)) ∧
    modelUp fairCoin (fun i ω => xor i ω) (fun i ω => !(xor i ω)) false true = 1 / 2 := by
  refine ⟨⟨?_⟩, fun i => Filter.Eventually.of_forall fun ω => rfl, ?_⟩
  · simp [fairCoin, ENNReal.inv_two_add_inv_two]
  · have hset : {ω : Bool | xor false ω = true ∧ (!(xor true ω)) = true} = {true} := by
      ext ω
      cases ω <;> simp
    unfold modelUp
    rw [hset]
    simp [measureReal_def, fairCoin]

end

end WignerBell
```

```lean
#print axioms WignerBell.spinUp_projector
#print axioms WignerBell.sixty_degrees
#print axioms WignerBell.wigner_inequality
#print axioms WignerBell.no_preassigned_signs
```

```
'WignerBell.spinUp_projector' depends on axioms: [propext, Classical.choice, Quot.sound]
'WignerBell.sixty_degrees' depends on axioms: [propext, Classical.choice, Quot.sound]
'WignerBell.wigner_inequality' depends on axioms: [propext, Classical.choice, Quot.sound]
'WignerBell.no_preassigned_signs' depends on axioms: [propext, Classical.choice, Quot.sound]
```

**How the Lean objects map to the physics.** `spinUp a` is \(P_a\), `singlet` is the normalised vector \(s\) indexed by pairs of spin states, and `⊗ₖ` is the Kronecker product. `jointUp` takes the real part of the expectation value; `singlet_spinUp` shows that the full complex value is already real. That formula holds for all real vectors, but it is used here as a probability for unit vectors, for which `spinUp_projector` supplies the projector property. The vectors `axis θ` have unit length.

A model with preassigned signs is a probability measure `μ` on any space `Ω` with Boolean outcomes `A` and `B`, where `true` means up. Locality is built into the types: `A x ω` and `B y ω` have no argument for the distant axis. A separate assumption, that the hidden state is independent of the chosen axes, is built in too: `μ` has no argument for either axis. The hypothesis `anti` says that the outcomes on the middle axis are opposite with probability one. It stands for the singlet's perfect anticorrelation when both spins are measured along the same direction.

`no_preassigned_signs` then says that, for \(0<\cos\theta<1\), no such model reproduces all three singlet probabilities. Imperfect anticorrelation and lost detection events are not treated. For this single two-spin state under ideal measurements, a simulation that draws fixed, opposite signs for these three axes, from one distribution whichever pair is measured, cannot give all three quantum probabilities.

**How the proof runs.** `singlet_expectation` expands the finite sums and uses that the squared amplitude is \(1/2\). `singlet_spinUp` inserts the matrix entries, and `linear_combination` closes the algebra with \(i^2=-1\). `jointUp_fan` obtains all three values from the cosine subtraction formula, with the double-angle formula for the outer pair, and `sixty_degrees` inserts \(\cos(\pi/3)=1/2\). In `violation_iff`, `nlinarith` is handed the products and squares that settle the sign of \(u(1-u)\).

`wigner_inequality` names the three events `S`, `T` and `U`, and proves `S ⊆ (T ∪ U) ∪ N` by the case distinction on \(A_b\) made above. The no-go theorem substitutes the supposed equalities into this bound and contradicts `violation_iff`. Finally, `wigner_inequality_witness` gives a fair-coin model that is perfectly anticorrelated and still has random outcomes.

**The null set `N`.** The classical half turns on how "almost surely" is handled. `ae_iff` converts `anti` into the statement that the exceptional set `N` has measure zero. The probabilistic claim then becomes a plain set inclusion, followed by monotonicity and subadditivity. A Mathlib measure assigns a value to every set, and both properties hold for all sets, so `A` and `B` need no measurability hypothesis. For measurable outcomes, `modelUp` is the ordinary probability.

**What fails without the hypotheses.** Without anticorrelation, take a single hidden state and three different axes, with \(A_a\) and \(B_c\) up but \(A_b\) and \(B_b\) both down. Then \(p(a,c)=1\) while \(p(a,b)=p(b,c)=0\), and the inequality fails. Without \(\cos\theta<1\), take \(\theta=0\): all three singlet probabilities vanish, and a model in which the first spin is always up and the second always down reproduces them.
